# Five levels with zero barycentre and fixed total splitting have the largest sum of squares in a 2:3 pattern

The five d orbitals of a transition-metal ion, degenerate when the ion is free, split in the field of its ligands. An octahedral field raises two and lowers three; lower symmetry can give up to five distinct energies. Suppose that only the total splitting $D$, highest minus lowest, is known. How large can the sum of squared energies, measured from the barycentre, then be?

The answer is $6D^2/5$, reached exactly when two levels lie at one extreme and three at the other. Each hypothesis below carries one part of the argument.

## Finitely many real levels

The levels are real numbers $e_i$, one for each orbital, so a degenerate energy appears as often as its degeneracy. In Lean they form a function `e : ι → ℝ` on a finite type. No Hamiltonian, ligand geometry or electron repulsion enters.

```lean
import Mathlib

open Finset

namespace OctahedralExtremal

noncomputable section

variable {ι : Type*} [Fintype ι]
```

A minimum and a maximum need at least one level, hence `Nonempty ι`.

```lean
/-- The lowest of finitely many energy levels. -/
def lowest [Nonempty ι] (e : ι → ℝ) : ℝ := univ.inf' univ_nonempty e

/-- The highest of finitely many energy levels. -/
def highest [Nonempty ι] (e : ι → ℝ) : ℝ := univ.sup' univ_nonempty e

/-- The total splitting: highest level minus lowest level. -/
def splitting [Nonempty ι] (e : ι → ℝ) : ℝ := highest e - lowest e
```

Degeneracy counts the levels at exactly the energy `E`; near-degeneracy does not count.

```lean
/-- The number of levels that lie exactly at the energy `E`. -/
def degeneracy (e : ι → ℝ) (E : ℝ) : ℕ := (univ.filter (fun i => e i = E)).card
```

## Barycentre at zero

The condition $\sum_i e_i=0$ says that energies are measured from the mean, which removes the uniform shift of all orbitals. Without it the bound fails: adding a constant to every level leaves $D$ alone and makes the sum of squares as large as one likes.

Let $N$ be the number of levels and $m$ the lowest, and write $e_i=m+Dx_i$. With $S=\sum_i x_i$ and $Q=\sum_i x_i^2$, the condition reads $Nm+DS=0$. Therefore

$$N\sum_i e_i^2=N^2m^2+2NmDS+ND^2Q=(Nm+DS)^2+D^2(NQ-S^2)=D^2(NQ-S^2).$$

The hypothesis `hsum` enters the proof through `h1`, and `linear_combination` performs the same completion of the square.

```lean
/-- For levels `a + D x i` with barycentre zero, the sum of squares is fixed by `D` and the relative
positions `x i`. -/
theorem square_sum_of_positions (e x : ι → ℝ) (a D : ℝ)
    (hx : ∀ i, e i = a + D * x i) (hsum : ∑ i, e i = 0) :
    (Fintype.card ι : ℝ) * ∑ i, e i ^ 2 =
      D ^ 2 * ((Fintype.card ι : ℝ) * ∑ i, x i ^ 2 - (∑ i, x i) ^ 2) := by
  have h1 : (Fintype.card ι : ℝ) * a + D * ∑ i, x i = 0 := by
    rw [← hsum]
    simp only [hx, sum_add_distrib, ← mul_sum, sum_const, card_univ, nsmul_eq_mul]
  have hsq : ∀ i, e i ^ 2 = a ^ 2 + 2 * a * D * x i + D ^ 2 * x i ^ 2 := by
    intro i
    rw [hx i]
    ring
  have h2 : ∑ i, e i ^ 2 = (Fintype.card ι : ℝ) * a ^ 2 + 2 * a * D * ∑ i, x i
      + D ^ 2 * ∑ i, x i ^ 2 := by
    simp only [hsq, sum_add_distrib, ← mul_sum, sum_const, card_univ, nsmul_eq_mul]
  linear_combination (Fintype.card ι : ℝ) * h2
    + ((Fintype.card ι : ℝ) * a + D * ∑ i, x i) * h1
```

## Every level inside the window

Since $D$ is the total splitting, $0\le x_i\le 1$. If $D$ were only the gap between two chosen levels, a third could lie far outside and break the bound.

Put $F=NQ-S^2$. As a function of a single position $x_i=t$, with the others fixed, $F$ is quadratic with leading coefficient $N-1$, so

$$F(t)=(1-t)F(0)+tF(1)-(N-1)\,t(1-t).$$

For $0\le t\le1$ this is at most the larger of $F(0)$ and $F(1)$. Moving the levels to the edges one at a time, each to the better edge, never lowers $F$. With $k$ levels finally at the top, $Q=S=k$ and $F=k(N-k)$.

## Group sizes that differ by at most one

Write $N=p+q$ with $0<p\le q\le p+1$; for five levels, $p=2$ and $q=3$. Then

$$pq-k(N-k)=(k-p)(k-q)\ge 0,$$

because no integer lies strictly between $p$ and $q$. Hence $F\le pq$, and $\sum_i e_i^2\le \frac{pq}{p+q}D^2$. With $p=1$, $q=4$ the coefficient would be $4/5$, which the octahedral pattern exceeds.

The proof is an induction on the set `s` of levels not yet moved, for all `k` at once. Sending a level to the bottom uses the induction hypothesis at `k`, sending it to the top uses it at `k + 1`, and `nlinarith` combines the two with weights $1-t$ and $t$.

```lean
/-- Let `0 < p ≤ q ≤ p + 1`. For `k` positions equal to 1 together with positions `x i` in `[0, 1]`
for `i` in `s`, `p + q` times the sum of their squares, minus the square of their sum, is at most `p
q`. -/
theorem window_bound {κ : Type*} (p q : ℕ) (hp : 0 < p) (hpq : p ≤ q) (hq : q ≤ p + 1)
    (x : κ → ℝ) (hx : ∀ i, 0 ≤ x i ∧ x i ≤ 1) (s : Finset κ) :
    ∀ k : ℕ, ((p : ℝ) + q) * (∑ i ∈ s, x i ^ 2 + k) - (∑ i ∈ s, x i + k) ^ 2 ≤ p * q := by
  classical
  have hp' : (1 : ℝ) ≤ p := by exact_mod_cast hp
  have hq0 : (0 : ℝ) ≤ q := Nat.cast_nonneg q
  induction s using Finset.induction_on with
  | empty =>
    intro k
    simp only [sum_empty, zero_add]
    -- no integer lies strictly between p and q
    have hk : 0 ≤ ((k : ℝ) - p) * ((k : ℝ) - q) := by
      rcases Nat.lt_or_ge p k with h | h
      · have h1 : (p : ℝ) ≤ k := by exact_mod_cast h.le
        have h2 : (q : ℝ) ≤ k := by exact_mod_cast (show q ≤ k by omega)
        exact mul_nonneg (by linarith) (by linarith)
      · have h1 : (k : ℝ) ≤ p := by exact_mod_cast h
        have h2 : (k : ℝ) ≤ q := by exact_mod_cast (show k ≤ q by omega)
        exact mul_nonneg_of_nonpos_of_nonpos (by linarith) (by linarith)
    nlinarith [hk]
  | insert a s ha ih =>
    intro k
    rw [sum_insert ha, sum_insert ha]
    -- convexity in x a: compare with the level moved to the bottom or to the top
    have h0 := ih k
    have h1 := ih (k + 1)
    push_cast at h1
    have hb : 0 ≤ 1 - x a := by linarith [(hx a).2]
    nlinarith [mul_le_mul_of_nonneg_left h0 hb, mul_le_mul_of_nonneg_left h1 (hx a).1,
      mul_nonneg (show (0 : ℝ) ≤ (p : ℝ) + q - 1 by linarith) (mul_nonneg (hx a).1 hb)]
```

Keeping the last term of the quadratic formula gives a sharper bound, in which a level strictly inside the window has a cost.

```lean
/-- The bound for a unit window can be tightened by a term that is positive for a level
strictly inside the window. -/
theorem interior_level_cost (p q : ℕ) (hp : 0 < p) (hpq : p ≤ q) (hq : q ≤ p + 1)
    (x : ι → ℝ) (hx : ∀ i, 0 ≤ x i ∧ x i ≤ 1) (i : ι) :
    ((p : ℝ) + q) * ∑ j, x j ^ 2 - (∑ j, x j) ^ 2
      + ((p : ℝ) + q - 1) * (x i * (1 - x i)) ≤ p * q := by
  classical
  have h0 := window_bound p q hp hpq hq x hx (univ.erase i) 0
  have h1 := window_bound p q hp hpq hq x hx (univ.erase i) 1
  push_cast at h0 h1
  have hX : x i ^ 2 + ∑ j ∈ univ.erase i, x j ^ 2 = ∑ j, x j ^ 2 :=
    add_sum_erase univ (fun j => x j ^ 2) (mem_univ i)
  have hS : x i + ∑ j ∈ univ.erase i, x j = ∑ j, x j := add_sum_erase univ x (mem_univ i)
  rw [← hX, ← hS]
  have hb : 0 ≤ 1 - x i := by linarith [(hx i).2]
  nlinarith [mul_le_mul_of_nonneg_left h0 hb, mul_le_mul_of_nonneg_left h1 (hx i).1]
```

## As many levels as the two groups hold

The hypothesis `hcard` says that $p+q$ is the actual number of levels. Six levels split 3:3 reach $3D^2/2$, so the five-level coefficient would be wrong for them.

The count also settles equality. If $F=pq$, the sharper bound forces $(N-1)x_i(1-x_i)\le0$. Since $N\ge2$, every $x_i$ is 0 or 1. Then $(k-p)(k-q)=0$, so $k$ is $p$ or $q$, and the remaining levels are at the bottom. Conversely, either pattern gives $F=pq$. In the proof, `hcount` says that all levels are at the edges exactly when the two edge degeneracies add up to $p+q$, and `hval` supplies the equation for $k$.

Positivity of `p` matters here: a single level anywhere in the window would give $F=0=pq$ for $p=0$, $q=1$.

```lean
/-- For `p + q` levels in a unit window, with `0 < p ≤ q ≤ p + 1`, the bound `p q` is attained
exactly when `p` of them sit at one edge and `q` at the other. -/
theorem window_equality (p q : ℕ) (hp : 0 < p) (hpq : p ≤ q) (hq : q ≤ p + 1)
    (hcard : Fintype.card ι = p + q) (x : ι → ℝ) (hx : ∀ i, 0 ≤ x i ∧ x i ≤ 1) :
    ((p : ℝ) + q) * ∑ j, x j ^ 2 - (∑ j, x j) ^ 2 = p * q ↔
      (degeneracy x 1 = p ∧ degeneracy x 0 = q) ∨
      (degeneracy x 1 = q ∧ degeneracy x 0 = p) := by
  classical
  have hu : (univ.filter (fun i => x i = 0 ∨ x i = 1)).card
      = degeneracy x 0 + degeneracy x 1 := by
    unfold degeneracy
    rw [filter_or, card_union_of_disjoint]
    exact disjoint_filter.2 (fun i _ h0 h1 => by rw [h0] at h1; norm_num at h1)
  have hcount : (∀ i, x i = 0 ∨ x i = 1) ↔ degeneracy x 0 + degeneracy x 1 = p + q := by
    rw [← hu, ← hcard, ← card_univ, card_filter_eq_iff]
    simp
  -- with all levels at the edges only the number at the top matters
  have hval : (∀ i, x i = 0 ∨ x i = 1) →
      (((p : ℝ) + q) * ∑ j, x j ^ 2 - (∑ j, x j) ^ 2 = p * q ↔
        degeneracy x 1 = p ∨ degeneracy x 1 = q) := by
    intro hall
    have hX : ∑ j, x j ^ 2 = ∑ j, x j :=
      sum_congr rfl (fun j _ => by rcases hall j with h | h <;> simp [h])
    have hS : ∑ j, x j = (degeneracy x 1 : ℝ) := by
      unfold degeneracy
      rw [card_filter, Nat.cast_sum]
      exact sum_congr rfl (fun j _ => by rcases hall j with h | h <;> simp [h])
    rw [hX, hS]
    constructor
    · intro h
      have hz : ((degeneracy x 1 : ℝ) - p) * ((degeneracy x 1 : ℝ) - q) = 0 := by
        linear_combination -h
      rcases mul_eq_zero.1 hz with h | h
      · left
        exact_mod_cast sub_eq_zero.1 h
      · right
        exact_mod_cast sub_eq_zero.1 h
    · rintro (h | h) <;> rw [h] <;> ring
  constructor
  · intro h
    have hall : ∀ i, x i = 0 ∨ x i = 1 := by
      intro i
      have hc := interior_level_cost p q hp hpq hq x hx i
      have hn : (0 : ℝ) < (p : ℝ) + q - 1 := by
        have h2 : (2 : ℝ) ≤ (p : ℝ) + q := by exact_mod_cast (show 2 ≤ p + q by omega)
        linarith
      have ht0 : 0 ≤ x i * (1 - x i) := mul_nonneg (hx i).1 (by linarith [(hx i).2])
      have ht : x i * (1 - x i) ≤ 0 := by
        by_contra hneg
        have := mul_pos hn (lt_of_not_ge hneg)
        linarith
      rcases mul_eq_zero.1 (le_antisymm ht ht0) with h | h
      · exact Or.inl h
      · exact Or.inr (by linarith)
    have hc := hcount.1 hall
    have hk := (hval hall).1 h
    omega
  · intro h
    exact (hval (hcount.2 (by omega))).2 (by omega)
```

## A positive splitting

The hypothesis `hD` says that the field does split the levels. It permits division by $D$ in defining $x_i$, and cancellation of $D^2$ in the equality case. At $D=0$ all levels vanish and the bound holds as $0=0$, but the highest and lowest energies coincide and each counts all the levels, so the description of equality fails.

The theorem states the bound and the equality condition together. Its proof constructs the positions `x`, derives the window condition from `lowest` and `highest`, and carries the degeneracies across.

```lean
/-- For `p + q` levels with barycentre zero and positive splitting, `p` and `q` differing by at most
one, the sum of squares is at most `p q / (p + q)` times the squared splitting, with equality
exactly when `p` levels lie at one extreme and `q` at the other. -/
theorem balanced_splitting_extremal [Nonempty ι] (e : ι → ℝ) (p q : ℕ) (hp : 0 < p)
    (hpq : p ≤ q) (hq : q ≤ p + 1) (hcard : Fintype.card ι = p + q)
    (hsum : ∑ i, e i = 0) (hD : 0 < splitting e) :
    ∑ i, e i ^ 2 ≤ (p : ℝ) * q / ((p : ℝ) + q) * splitting e ^ 2 ∧
    (∑ i, e i ^ 2 = (p : ℝ) * q / ((p : ℝ) + q) * splitting e ^ 2 ↔
      (degeneracy e (highest e) = p ∧ degeneracy e (lowest e) = q) ∨
      (degeneracy e (highest e) = q ∧ degeneracy e (lowest e) = p)) := by
  have hne := hD.ne'
  have hs : splitting e = highest e - lowest e := rfl
  have hlo : ∀ i, lowest e ≤ e i := fun i => inf'_le e (mem_univ i)
  have hhi : ∀ i, e i ≤ highest e := fun i => le_sup' e (mem_univ i)
  -- relative positions inside the window
  obtain ⟨x, hx⟩ : ∃ x : ι → ℝ, ∀ i, e i = lowest e + splitting e * x i := by
    refine ⟨fun i => (e i - lowest e) / splitting e, fun i => ?_⟩
    have h := div_mul_cancel₀ (e i - lowest e) hne
    linear_combination -h
  have hx01 : ∀ i, 0 ≤ x i ∧ x i ≤ 1 := fun i =>
    ⟨le_of_mul_le_mul_left (by linarith [hx i, hlo i] :
        splitting e * 0 ≤ splitting e * x i) hD,
      le_of_mul_le_mul_left (by linarith [hx i, hhi i] :
        splitting e * x i ≤ splitting e * 1) hD⟩
  have htop : degeneracy x 1 = degeneracy e (highest e) := by
    refine congrArg Finset.card (filter_congr (fun i _ => ⟨fun h => ?_, fun h => ?_⟩))
    · have h' := hx i
      rw [h] at h'
      linarith
    · exact mul_left_cancel₀ hne (by linarith [hx i] : splitting e * x i = splitting e * 1)
  have hbot : degeneracy x 0 = degeneracy e (lowest e) := by
    refine congrArg Finset.card (filter_congr (fun i _ => ⟨fun h => ?_, fun h => ?_⟩))
    · have h' := hx i
      rw [h] at h'
      linarith
    · exact mul_left_cancel₀ hne (by linarith [hx i] : splitting e * x i = splitting e * 0)
  have hid := square_sum_of_positions e x _ _ hx hsum
  rw [hcard, Nat.cast_add] at hid
  have hb := window_bound p q hp hpq hq x hx01 univ 0
  simp only [Nat.cast_zero, add_zero] at hb
  have hn : (0 : ℝ) < (p : ℝ) + q := by exact_mod_cast (show 0 < p + q by omega)
  constructor
  · rw [div_mul_eq_mul_div, le_div_iff₀ hn]
    nlinarith [mul_le_mul_of_nonneg_left hb (sq_nonneg (splitting e))]
  · rw [← htop, ← hbot, ← window_equality p q hp hpq hq hcard x hx01,
      div_mul_eq_mul_div, eq_div_iff hn.ne']
    constructor
    · intro h
      exact mul_left_cancel₀ (pow_ne_zero 2 hne) (by linear_combination h - hid)
    · intro h
      linear_combination hid + splitting e ^ 2 * h
```

The smallest case is $p=q=1$. Two levels with zero barycentre must be $\pm D/2$, so their sum of squares is always $D^2/2$ and equality is automatic.

## Five levels, octahedral or tetrahedral

Setting $p=2$, $q=3$ gives the coefficient $6/5$. The first alternative in the equality condition, two levels at the top, is the octahedral pattern; the second is the tetrahedral one. Equality fixes only the level pattern, not the arrangement of ligands.

```lean
/-- Five levels with barycentre zero and splitting `D > 0` have sum of squares at most
`6 D² / 5`, with equality exactly when two levels lie at one extreme and three at the other. -/
theorem five_level_extremal (e : Fin 5 → ℝ) (hsum : ∑ i, e i = 0) (hD : 0 < splitting e) :
    ∑ i, e i ^ 2 ≤ 6 / 5 * splitting e ^ 2 ∧
    (∑ i, e i ^ 2 = 6 / 5 * splitting e ^ 2 ↔
      (degeneracy e (highest e) = 2 ∧ degeneracy e (lowest e) = 3) ∨
      (degeneracy e (highest e) = 3 ∧ degeneracy e (lowest e) = 2)) := by
  have h := balanced_splitting_extremal e 2 3 (by norm_num) (by norm_num) (by norm_num)
    (by simp) hsum hD
  have hc : ((2 : ℕ) : ℝ) * ((3 : ℕ) : ℝ) / (((2 : ℕ) : ℝ) + ((3 : ℕ) : ℝ)) = 6 / 5 := by
    norm_num
  rw [hc] at h
  exact h
```

The octahedral levels are two at $3\Delta/5$ and three at $-2\Delta/5$, where $\Delta$ is the octahedral splitting.

```lean
/-- The octahedral pattern of d levels: two at `3Δ/5` and three at `-2Δ/5`. -/
def octahedral (Δ : ℝ) : Fin 5 → ℝ :=
  ![3 / 5 * Δ, 3 / 5 * Δ, -(2 / 5 * Δ), -(2 / 5 * Δ), -(2 / 5 * Δ)]
```

Their sum is $6\Delta/5-6\Delta/5=0$, and their squares add up to $18\Delta^2/25+12\Delta^2/25=6\Delta^2/5$. The bound is therefore attained for every $\Delta>0$.

```lean
/-- For `Δ > 0` the octahedral pattern has barycentre zero, splitting `Δ` and sum of squares
`6 Δ² / 5`. -/
theorem octahedral_witness (Δ : ℝ) (hΔ : 0 < Δ) :
    ∑ i, octahedral Δ i = 0 ∧ splitting (octahedral Δ) = Δ ∧
    ∑ i, octahedral Δ i ^ 2 = 6 / 5 * Δ ^ 2 := by
  have hv : ∀ i, octahedral Δ i = 3 / 5 * Δ ∨ octahedral Δ i = -(2 / 5 * Δ) := by
    intro i
    fin_cases i <;> simp [octahedral]
  have hhi : highest (octahedral Δ) = 3 / 5 * Δ :=
    le_antisymm (sup'_le _ _ (fun i _ => by rcases hv i with h | h <;> linarith))
      (le_sup' (octahedral Δ) (mem_univ 0))
  have hlo : lowest (octahedral Δ) = -(2 / 5 * Δ) :=
    le_antisymm (inf'_le (octahedral Δ) (mem_univ 2))
      (le_inf' _ _ (fun i _ => by rcases hv i with h | h <;> linarith))
  refine ⟨?_, ?_, ?_⟩
  · rw [Fin.sum_univ_five]
    show 3 / 5 * Δ + 3 / 5 * Δ + -(2 / 5 * Δ) + -(2 / 5 * Δ) + -(2 / 5 * Δ) = 0
    ring
  · unfold splitting
    rw [hhi, hlo]
    ring
  · rw [Fin.sum_univ_five]
    show (3 / 5 * Δ) ^ 2 + (3 / 5 * Δ) ^ 2 + (-(2 / 5 * Δ)) ^ 2 + (-(2 / 5 * Δ)) ^ 2
      + (-(2 / 5 * Δ)) ^ 2 = 6 / 5 * Δ ^ 2
    ring

end

end OctahedralExtremal
```

In a one-electron ligand-field model of a d shell, the theorem turns the sum of squared orbital energies, measured from the barycentre, into a lower bound on the total splitting: $D^2\ge\frac56\sum_i e_i^2$. Any five real energies satisfy this, so it does not test the model that produced them.

```lean
#print axioms OctahedralExtremal.five_level_extremal
```

```
'OctahedralExtremal.five_level_extremal' depends on axioms: [propext, Classical.choice, Quot.sound]
```
